# At an Eckart orientation, a second-order test decides whether the superposition is globally best

## After the alignment step

A code has rotated a geometry $x_a$ onto a reference $y_a$, with $a$ labelling atoms of mass $m_a$, until the Eckart condition $\sum_a m_a\,x_a\times y_a=0$ holds. Several orientations can satisfy this condition. To test the present one, the code forms $C=\sum_a m_a x_a y_a^T$ and checks that $M=\operatorname{tr}(C)1-C$ has no negative eigenvalue. The test decides whether the present orientation has the least mass-weighted squared deviation among proper rotations, for fixed origins and fixed atom matching. It bears on the body-fixed Eckart frame, which, with origins at the centres of mass, removes the Coriolis coupling between rotation and vibration at the reference geometry but in general not away from it.

## Deviation and overlap

For orthogonal $Q$, $|Qx_a|=|x_a|$ and $y_a\cdot Qx_a=\operatorname{tr}(Qx_ay_a^T)$, so
$$\sum_a m_a|Qx_a-y_a|^2=\sum_a m_a(|x_a|^2+|y_a|^2)-2\operatorname{tr}(QC).$$
With axes $0,1,2$, the components of $\sum_a m_a\,x_a\times y_a$ are $C_{12}-C_{21}$, $C_{20}-C_{02}$, $C_{01}-C_{10}$, so the Eckart condition is the symmetry of $C$.

## The criterion

For real symmetric $3\times3$ $S$ and $M=\operatorname{tr}(S)1-S$: $\operatorname{tr}(QS)\le\operatorname{tr}S$ for all $Q$ with $QQ^T=1$, $\det Q=1$, if and only if $M$ is positive semidefinite.

## Rotations about an axis

For a vector $n$ let $Kv=n\times v$, so $K^T=-K$, $K^2=nn^T-|n|^2 1$, $K^3=-|n|^2K$. For real numbers $s,a$ (in this section $a$ is a coefficient, not an atom label) put $R=1+sK+aK^2$ and $\delta=s^2+a^2|n|^2-2a$. Then
$$RR^T=(1+aK^2)^2-s^2K^2=1-\delta K^2,\qquad \det R=1+|n|^2\delta,$$
so $\delta=0$ makes $R$ a rotation. Symmetry of $S$ gives $\operatorname{tr}(KS)=0$, and $\operatorname{tr}(K^2S)=n^TSn-|n|^2\operatorname{tr}S$, hence
$$\operatorname{tr}(RS)=\operatorname{tr}S-a\,n^TMn.$$
If no rotation beats the identity, the half turn $s=0$, $a=2/|n|^2$ gives $n^TMn\ge0$ for every $n\ne0$. For a unit axis and angle $\theta$, $s=\sin\theta$ and $a=1-\cos\theta$ give $\delta=0$; the overlap $\operatorname{tr}(RS)$ then has first derivative $0$ and second derivative $-n^TMn$ at $\theta=0$. Scaling $n$ to unit length preserves the sign of $n^TMn$, so this second derivative is nonpositive on all unit axes exactly when $M$ is semidefinite.

## From semidefiniteness to every rotation

Let $Q$ be a rotation, $\tau=\operatorname{tr}Q$ and $A=(1-\tau)1+Q+Q^T$. Cayley–Hamilton reads $Q^2=\tau Q-\operatorname{tr}(\operatorname{adj}Q)1+\operatorname{adj}Q$, and $\det Q=1$ makes $\operatorname{adj}Q=Q^T$, so $Q^2+(Q^T)^2=(\tau+1)(Q+Q^T)-2\tau1$. Therefore
$$A^2=[(1-\tau)^2+2-2\tau]1+(3-\tau)(Q+Q^T)=(3-\tau)A.$$
With $\operatorname{tr}A=3-\tau$ and $\operatorname{tr}(Q^TS)=\operatorname{tr}(QS)$,
$$\operatorname{tr}(AM)=(3-\tau)\operatorname{tr}S-(1-\tau)\operatorname{tr}S-2\operatorname{tr}(QS)=2(\operatorname{tr}S-\operatorname{tr}QS).$$
For semidefinite $M$, $0\le\operatorname{tr}(AMA)=(3-\tau)\cdot2(\operatorname{tr}S-\operatorname{tr}QS)$. Since $\operatorname{tr}[(Q-1)(Q-1)^T]=2(3-\tau)$, either $Q=1$, where equality holds, or $3-\tau>0$ divides out.

## What the theorems say

`global_iff_posSemidef` is the criterion, with `IsRotation` for $QQ^T=1$, $\det Q=1$ and `curvature S` for $M$. `eckart_global_iff_second_order` assumes `Eckart m x y` and states that `cost m x y 1 ≤ cost m x y Q` for every proper rotation exactly when `deriv (deriv (overlap (corr m x y) n)) 0 ≤ 0` for every `n` with `n ⬝ᵥ n = 1`. The atoms form any finite type `ι`, and `Q` acts on `x`, so $Q=1$ is the present orientation. The weights `m` are arbitrary reals. Translations are not optimised and no centre-of-mass condition is imposed. Reflections and relabelling of identical atoms are excluded. The Eckart condition is assumed, not shown to be attainable, and since the inequalities are weak the best rotation need not be unique.

## The file

```lean
import Mathlib

open Matrix

namespace EckartGlobalOptimality

noncomputable section

local notation "M3" => Matrix (Fin 3) (Fin 3) ℝ
local notation "V3" => Fin 3 → ℝ

/-- A proper rotation: an orthogonal matrix of determinant one. -/
def IsRotation (Q : M3) : Prop := Q * Qᵀ = 1 ∧ Q.det = 1

/-- The matrix `tr(S) 1 - S`. -/
def curvature (S : M3) : M3 := S.trace • (1 : M3) - S

/-- The matrix `K` of the cross product with `n`. -/
def crossMatrix (n : V3) : M3 := !![0, -n 2, n 1; n 2, 0, -n 0; -n 1, n 0, 0]

/-- The Rodrigues form `1 + s K + a K²` for the axis vector `n`. -/
def rodrigues (s a : ℝ) (n : V3) : M3 :=
  1 + s • crossMatrix n + a • (crossMatrix n * crossMatrix n)

/-- The overlap `tr(R S)` with `R = 1 + sin θ K + (1 - cos θ) K²` for the axis `n`. -/
def overlap (S : M3) (n : V3) (θ : ℝ) : ℝ :=
  (rodrigues (Real.sin θ) (1 - Real.cos θ) n * S).trace

/-- The symmetric matrix `(1 - tr Q) 1 + Q + Qᵀ`. -/
def axisMatrix (Q : M3) : M3 := (1 - Q.trace) • (1 : M3) + Q + Qᵀ

/-- The Rodrigues form is a proper rotation when `s² + a² |n|² = 2a`. -/
theorem rodrigues_isRotation (s a : ℝ) (n : V3) (h : s ^ 2 + a ^ 2 * (n ⬝ᵥ n) = 2 * a) :
    IsRotation (rodrigues s a n) := by
  have h1 : rodrigues s a n * (rodrigues s a n)ᵀ =
      1 + (2 * a - (s ^ 2 + a ^ 2 * (n ⬝ᵥ n))) • (crossMatrix n * crossMatrix n) := by
    ext i j
    fin_cases i <;> fin_cases j <;>
      simp [rodrigues, crossMatrix, mul_apply, Fin.sum_univ_three, dotProduct, one_apply] <;> ring
  refine ⟨by rw [h1, h, sub_self, zero_smul, add_zero], ?_⟩
  simp only [dotProduct, Fin.sum_univ_three] at h
  rw [det_fin_three]
  simp [rodrigues, crossMatrix, one_apply]
  linear_combination (n 0 * n 0 + n 1 * n 1 + n 2 * n 2) * h

/-- For symmetric `S`, `tr((1 + s K + a K²) S) = tr S - a nᵀ(tr(S) 1 - S) n`. -/
theorem trace_rodrigues_mul {S : M3} (hS : S.IsSymm) (s a : ℝ) (n : V3) :
    (rodrigues s a n * S).trace = S.trace - a * (n ⬝ᵥ curvature S *ᵥ n) := by
  have h01 : S 1 0 = S 0 1 := hS.apply 0 1
  have h02 : S 2 0 = S 0 2 := hS.apply 0 2
  have h12 : S 2 1 = S 1 2 := hS.apply 1 2
  simp [rodrigues, crossMatrix, curvature, trace_fin_three, mul_apply, mulVec, dotProduct,
    Fin.sum_univ_three, one_apply, h01, h02, h12]
  ring

/-- For a proper rotation `Q`, the matrix `A = (1 - tr Q) 1 + Q + Qᵀ` obeys
`A² = (3 - tr Q) A`. -/
theorem axisMatrix_sq {Q : M3} (hQ : IsRotation Q) :
    axisMatrix Q * axisMatrix Q = (3 - Q.trace) • axisMatrix Q := by
  have h4 : Qᵀ * Q = 1 := mul_eq_one_comm.mp hQ.1
  -- Cayley-Hamilton in three dimensions
  have h0 : Q * Q = Q.trace • Q - (adjugate Q).trace • (1 : M3) + adjugate Q := by
    rw [adjugate_fin_three]
    ext i j
    fin_cases i <;> fin_cases j <;>
      simp [trace_fin_three, mul_apply, Fin.sum_univ_three, one_apply] <;> ring
  -- det Q = 1 makes the adjugate equal to the transpose
  have hadj : adjugate Q = Qᵀ := by
    calc adjugate Q = Qᵀ * (Q * adjugate Q) := by rw [← Matrix.mul_assoc, h4, Matrix.one_mul]
      _ = Qᵀ := by rw [mul_adjugate, hQ.2, one_smul, Matrix.mul_one]
  rw [hadj, trace_transpose] at h0
  have h2 : Qᵀ * Qᵀ = Q.trace • Qᵀ - Q.trace • (1 : M3) + Q := by
    simpa using congrArg transpose h0
  simp only [axisMatrix, Matrix.mul_add, Matrix.add_mul, Matrix.smul_mul, Matrix.mul_smul,
    Matrix.one_mul, Matrix.mul_one, h0, h2, hQ.1, h4]
  module

/-- If `S` is symmetric and `tr(S) 1 - S` is positive semidefinite, then `tr(Q S) ≤ tr S`
for every proper rotation `Q`. -/
theorem trace_rotation_le {S Q : M3} (hS : S.IsSymm) (hM : (curvature S).PosSemidef)
    (hQ : IsRotation Q) : (Q * S).trace ≤ S.trace := by
  have hT : (Qᵀ * S).trace = (Q * S).trace := by
    rw [← trace_transpose (Qᵀ * S), transpose_mul, transpose_transpose, hS.eq, trace_mul_comm]
  have key : (axisMatrix Q * curvature S).trace = 2 * (S.trace - (Q * S).trace) := by
    simp only [axisMatrix, curvature, Matrix.add_mul, Matrix.mul_sub, Matrix.smul_mul,
      Matrix.mul_smul, Matrix.one_mul, Matrix.mul_one, trace_add, trace_sub, trace_smul,
      trace_one, trace_transpose, smul_eq_mul, Fintype.card_fin, Nat.cast_ofNat, hT]
    ring
  have hA : (axisMatrix Q)ᵀ = axisMatrix Q := by
    simp only [axisMatrix, transpose_add, transpose_smul, transpose_one, transpose_transpose]
    abel
  -- 0 ≤ tr(A M A) = (3 - tr Q) tr(A M)
  have h := (hM.conjTranspose_mul_mul_same (axisMatrix Q)).trace_nonneg
  rw [conjTranspose_eq_transpose_of_trivial, hA, trace_mul_cycle, axisMatrix_sq hQ,
    Matrix.smul_mul, trace_smul, smul_eq_mul, key] at h
  -- 3 - tr Q is half the squared Frobenius distance of Q from 1
  have hD : ((Q - 1) * (Q - 1)ᴴ).trace = 2 * (3 - Q.trace) := by
    rw [conjTranspose_eq_transpose_of_trivial]
    simp only [transpose_sub, transpose_one, Matrix.sub_mul, Matrix.mul_sub, hQ.1,
      Matrix.mul_one, Matrix.one_mul, trace_sub, trace_one, trace_transpose, Fintype.card_fin,
      Nat.cast_ofNat]
    ring
  have hn := (posSemidef_self_mul_conjTranspose (Q - 1)).trace_nonneg
  rcases hn.eq_or_lt with h0 | h0
  · rw [sub_eq_zero.mp (trace_mul_conjTranspose_self_eq_zero_iff.mp h0.symm), Matrix.one_mul]
  · have hp : 0 < 3 - Q.trace := by linarith
    have := (mul_nonneg_iff_of_pos_left hp).mp h
    linarith

/-- For real symmetric `S`, `tr(Q S) ≤ tr S` holds for every proper rotation `Q` if and only
if `tr(S) 1 - S` is positive semidefinite. -/
theorem global_iff_posSemidef {S : M3} (hS : S.IsSymm) :
    (∀ Q, IsRotation Q → (Q * S).trace ≤ S.trace) ↔ (curvature S).PosSemidef := by
  refine ⟨fun H => ?_, fun hM Q hQ => trace_rotation_le hS hM hQ⟩
  have hh : (curvature S)ᴴ = curvature S := by
    rw [conjTranspose_eq_transpose_of_trivial]
    simp [curvature, transpose_sub, transpose_smul, hS.eq]
  refine PosSemidef.of_dotProduct_mulVec_nonneg hh fun x => ?_
  rw [star_trivial]
  by_cases hx : x = 0
  · simp [hx]
  have hr : x ⬝ᵥ x ≠ 0 := fun h => hx (dotProduct_self_eq_zero.mp h)
  have hp : 0 < x ⬝ᵥ x :=
    lt_of_le_of_ne (Finset.sum_nonneg fun i _ => mul_self_nonneg (x i)) hr.symm
  -- test with the half turn about x
  have h := H _ (rodrigues_isRotation 0 (2 / (x ⬝ᵥ x)) x (by field_simp; ring))
  rw [trace_rodrigues_mul hS] at h
  exact (mul_nonneg_iff_of_pos_left (div_pos two_pos hp)).mp (by linarith)

/-- For symmetric `S` the overlap has first derivative zero and second derivative
`-nᵀ(tr(S) 1 - S) n` at `θ = 0`. -/
theorem overlap_derivs {S : M3} (hS : S.IsSymm) (n : V3) :
    HasDerivAt (overlap S n) 0 0 ∧
      HasDerivAt (deriv (overlap S n)) (-(n ⬝ᵥ curvature S *ᵥ n)) 0 := by
  have hg : overlap S n = fun θ => S.trace - (1 - Real.cos θ) * (n ⬝ᵥ curvature S *ᵥ n) :=
    funext fun θ => trace_rodrigues_mul hS _ _ n
  have hd : ∀ θ, HasDerivAt (overlap S n) (-(Real.sin θ * (n ⬝ᵥ curvature S *ᵥ n))) θ := by
    intro θ
    rw [hg]
    exact ((((Real.hasDerivAt_cos θ).const_sub 1).mul_const _).const_sub _).congr_deriv (by ring)
  refine ⟨(hd 0).congr_deriv (by simp), ?_⟩
  have he : deriv (overlap S n) = fun θ => -(Real.sin θ * (n ⬝ᵥ curvature S *ᵥ n)) :=
    funext fun θ => (hd θ).deriv
  rw [he]
  exact (((Real.hasDerivAt_sin 0).mul_const _).fun_neg).congr_deriv (by simp)

/-- For symmetric `S`, `tr(S) 1 - S` is positive semidefinite if and only if the second
derivative of the overlap at `θ = 0` is nonpositive for every unit axis. -/
theorem posSemidef_iff_second_order {S : M3} (hS : S.IsSymm) :
    (curvature S).PosSemidef ↔ ∀ n, n ⬝ᵥ n = 1 → deriv (deriv (overlap S n)) 0 ≤ 0 := by
  simp only [fun n => (overlap_derivs hS n).2.deriv, neg_nonpos]
  refine ⟨fun hM n _ => by simpa using hM.dotProduct_mulVec_nonneg n, fun H => ?_⟩
  have hh : (curvature S)ᴴ = curvature S := by
    rw [conjTranspose_eq_transpose_of_trivial]
    simp [curvature, transpose_sub, transpose_smul, hS.eq]
  refine PosSemidef.of_dotProduct_mulVec_nonneg hh fun x => ?_
  rw [star_trivial]
  by_cases hx : x = 0
  · simp [hx]
  have hp : 0 < x ⬝ᵥ x :=
    lt_of_le_of_ne (Finset.sum_nonneg fun i _ => mul_self_nonneg (x i))
      (fun h => hx (dotProduct_self_eq_zero.mp h.symm))
  have hs := Real.sqrt_pos.mpr hp
  have hc := inv_pos.mpr hs
  have h := H ((√(x ⬝ᵥ x))⁻¹ • x) (by
    rw [smul_dotProduct, dotProduct_smul, smul_eq_mul, smul_eq_mul, ← mul_assoc, ← mul_inv,
      Real.mul_self_sqrt hp.le, inv_mul_cancel₀ hp.ne'])
  rw [mulVec_smul, smul_dotProduct, dotProduct_smul, smul_eq_mul, smul_eq_mul] at h
  exact (mul_nonneg_iff_of_pos_left hc).mp ((mul_nonneg_iff_of_pos_left hc).mp h)

variable {ι : Type*} [Fintype ι] (m : ι → ℝ) (x y : ι → Fin 3 → ℝ)

/-- Mass-weighted squared deviation between the structure `x` transformed by `Q` and `y`. -/
def cost (Q : M3) : ℝ := ∑ a, m a * ((Q *ᵥ x a - y a) ⬝ᵥ (Q *ᵥ x a - y a))

/-- The correlation matrix `∑ m x yᵀ` of the two structures. -/
def corr : M3 := ∑ a, m a • vecMulVec (x a) (y a)

/-- The rotational Eckart condition `∑ m x × y = 0`. -/
def Eckart : Prop := ∑ a, m a • (x a ⨯₃ y a) = 0

/-- For orthogonal `Q` the deviation is `∑ m (|x|² + |y|²) - 2 tr(Q C)`. -/
theorem cost_eq (Q : M3) (hQ : Q * Qᵀ = 1) :
    cost m x y Q = ∑ a, m a * (x a ⬝ᵥ x a + y a ⬝ᵥ y a) - 2 * (Q * corr m x y).trace := by
  have hx : ∀ v : V3, (Q *ᵥ v) ⬝ᵥ (Q *ᵥ v) = v ⬝ᵥ v := fun v => by
    rw [dotProduct_mulVec, ← mulVec_transpose, mulVec_mulVec, mul_eq_one_comm.mp hQ, one_mulVec]
  have ht : ∀ u w : V3, (Q * vecMulVec u w).trace = (Q *ᵥ u) ⬝ᵥ w := fun u w => by
    simp only [trace_fin_three, mul_apply, vecMulVec_apply, mulVec, dotProduct,
      Fin.sum_univ_three]
    ring
  rw [cost, corr, Matrix.mul_sum, trace_sum, Finset.mul_sum, ← Finset.sum_sub_distrib]
  refine Finset.sum_congr rfl fun a _ => ?_
  rw [Matrix.mul_smul, trace_smul, ht, sub_dotProduct, dotProduct_sub, dotProduct_sub, hx,
    dotProduct_comm (y a) (Q *ᵥ x a), smul_eq_mul]
  ring

/-- The Eckart condition holds if and only if the correlation matrix is symmetric. -/
theorem eckart_iff_isSymm : Eckart m x y ↔ (corr m x y).IsSymm := by
  have h : (∑ a, m a • (x a ⨯₃ y a)) 0 = corr m x y 1 2 - corr m x y 2 1 ∧
      (∑ a, m a • (x a ⨯₃ y a)) 1 = corr m x y 2 0 - corr m x y 0 2 ∧
      (∑ a, m a • (x a ⨯₃ y a)) 2 = corr m x y 0 1 - corr m x y 1 0 := by
    simp [corr, Finset.sum_apply, Matrix.sum_apply, cross_apply, vecMulVec_apply, mul_sub,
      Finset.sum_sub_distrib]
  unfold Eckart
  constructor
  · intro hE
    simp only [hE, Pi.zero_apply] at h
    obtain ⟨h0, h1, h2⟩ := h
    refine IsSymm.ext fun i j => ?_
    fin_cases i <;> fin_cases j <;> simp <;> linarith
  · intro hs
    funext i
    fin_cases i
    · exact h.1.trans (sub_eq_zero.mpr (hs.apply 2 1))
    · exact h.2.1.trans (sub_eq_zero.mpr (hs.apply 0 2))
    · exact h.2.2.trans (sub_eq_zero.mpr (hs.apply 1 0))

/-- At an Eckart orientation, `Q = 1` minimises the deviation over all proper rotations if and
only if the second derivative of the overlap at `θ = 0` is nonpositive for every unit axis. -/
theorem eckart_global_iff_second_order (hE : Eckart m x y) :
    (∀ Q, IsRotation Q → cost m x y 1 ≤ cost m x y Q) ↔
      ∀ n, n ⬝ᵥ n = 1 → deriv (deriv (overlap (corr m x y) n)) 0 ≤ 0 := by
  have hS := (eckart_iff_isSymm m x y).mp hE
  rw [← posSemidef_iff_second_order hS, ← global_iff_posSemidef hS]
  refine forall₂_congr fun Q hQ => ?_
  rw [cost_eq m x y 1 (by simp), cost_eq m x y Q hQ.1, Matrix.one_mul]
  constructor <;> intro h <;> linarith

end

end EckartGlobalOptimality
```

```lean
#print axioms EckartGlobalOptimality.eckart_global_iff_second_order
```

```
'EckartGlobalOptimality.eckart_global_iff_second_order' depends on axioms: [propext, Classical.choice, Quot.sound]
```

## How the Lean proof follows the derivation

`rodrigues_isRotation` obtains $RR^T=1-\delta K^2$ entrywise as `h1`, and `linear_combination` with multiplier $|n|^2$ is the determinant formula. `trace_rodrigues_mul` expands the overlap using the three symmetry relations of $S$.

In `axisMatrix_sq`, `h0` is Cayley–Hamilton, `hadj` identifies the adjugate, `h2` is the transposed relation, and `module` collects coefficients. In `trace_rotation_le`, `key` is $\operatorname{tr}(AM)$, `h` is $0\le\operatorname{tr}(AMA)$ rewritten through `trace_mul_cycle`, and `hD` feeds the split between $Q=1$ and $\tau<3$. No axis–angle form of a general rotation is needed. `global_iff_posSemidef` adds the half turn, calling the axis `x`.

`overlap_derivs` differentiates $\operatorname{tr}S-(1-\cos\theta)\,n^TMn$ twice. It holds for any `n`, although `overlap` describes a rotation by $\theta$ only for a unit axis. `posSemidef_iff_second_order` applies the test to $x/|x|$. `cost_eq` and `eckart_iff_isSymm` are the two facts about $C$; the last theorem rewrites both sides into the criterion with $S=C$, and `linarith` reverses the inequality through the factor $-2$.

## One point, and the check in code

The remarks below are worked consequences and not theorems of the file. A single point $x$ off the origin, with weight $m$ and reference $y$, is not referred to its centre of mass, but the centred pair of atoms of mass $m/2$ at $\pm x$, with references $\pm y$, gives the same $C$ and the same deviation. For a single point $x\ne0$ of weight $m>0$ and $y=x$, $M=m(|x|^21-xx^T)$ is semidefinite with null direction $x$: the identity is optimal, and so is every rotation about $x$. For $y=-x$ the Eckart condition still holds, but $M$ changes sign, the test fails, and the deviation $4m|x|^2$ is the largest possible.

In code, one diagonalises the symmetric $C$, with eigenvalues $\lambda_0\le\lambda_1\le\lambda_2$. The eigenvalues of $M$ are their pair sums, so the test is $\lambda_0+\lambda_1\ge0$ within a tolerance, and $C$ itself may have one negative eigenvalue. If the test fails, the half turn $2nn^T-1$ about the unit eigenvector $n$ of $\lambda_2$ lowers the deviation by $4|\lambda_0+\lambda_1|$. It leaves a symmetric correlation matrix with eigenvalues $-\lambda_0,-\lambda_1,\lambda_2$, which passes.
